# Near a straight chain of four distinct atoms, the torsion cosine takes every value in [−1, 1]

Put atoms 0, 1, 2, 3 at x = 0, 1, 2, 3 on the x axis. Move atom 0 by ε(0, 1, 0) and atom 3 by ε(0, cos φ, sin φ), with ε > 0. The normals of the planes through atoms 0, 1, 2 and atoms 1, 2, 3 are

(0, 0, ε) and (0, −ε sin φ, ε cos φ).

The cosine of the angle between them is cos φ, whatever the size of ε. As ε → 0 the chain becomes straight, but the torsion stays at φ.

The same happens on any line in space, provided that the two central atoms are distinct. For geometry optimisation in internal coordinates, this means that a torsion over four collinear atoms, such as H–C≡C–H in acetylene, is a singular coordinate there: neither the angle nor its cosine has a limit at the straight geometry. The result says nothing about the energy.

## Geometries and their plane normals

```lean
import Mathlib

open Matrix Topology

namespace UndefinedTorsion

noncomputable section
```

A geometry assigns a position rₖ in ℝ³ to each atom k = 0, …, 3.

```lean
/-- Vectors in three-dimensional space. -/
abbrev Vec := Fin 3 → ℝ

/-- The Cartesian positions of four atoms. -/
abbrev Geometry := Fin 4 → Vec
```

With bond vectors b₁ = r₁ − r₀, b₂ = r₂ − r₁ and b₃ = r₃ − r₂, the normals are

n₁ = b₁ × b₂, n₂ = b₂ × b₃.

Lean writes the cross product as `⨯₃` and the dot product as `⬝ᵥ`.

```lean
/-- The normal of the plane through the first three atoms, as a product of bond vectors. -/
def normal₁ (r : Geometry) : Vec := (r 1 - r 0) ⨯₃ (r 2 - r 1)

/-- The normal of the plane through the last three atoms, as a product of bond vectors. -/
def normal₂ (r : Geometry) : Vec := (r 2 - r 1) ⨯₃ (r 3 - r 2)
```

The torsion is well defined when neither normal vanishes, and its cosine is then

cos τ = n₁·n₂ / (|n₁| |n₂|).

Euclidean lengths are written as √(n·n).

```lean
/-- The torsion is well defined when both plane normals are nonzero. -/
def TorsionDefined (r : Geometry) : Prop := normal₁ r ≠ 0 ∧ normal₂ r ≠ 0

/-- The cosine of the angle between the two plane normals, meaningful on geometries
with `TorsionDefined`. -/
def torsionCos (r : Geometry) : ℝ :=
  (normal₁ r ⬝ᵥ normal₂ r) / (√(normal₁ r ⬝ᵥ normal₁ r) * √(normal₂ r ⬝ᵥ normal₂ r))
```

The straight chain has rₖ = p + tₖ d. Equal spacing is tₖ = k with d ≠ 0, but the theorems below ask only for d ≠ 0 and t₁ ≠ t₂. The bent chain adds u to atom 0 and v to atom 3.

```lean
/-- Four atoms on the line through `p` along `d`, at parameters `t k`;
equal spacing is `t k = k`. -/
def chain (p d : Vec) (t : Fin 4 → ℝ) : Geometry := fun k => p + t k • d

/-- The chain with its first atom displaced by `u` and its last atom by `v`. -/
def bent (p d : Vec) (t : Fin 4 → ℝ) (u v : Vec) : Geometry :=
  chain p d t + ![u, 0, 0, v]
```

On the straight chain b₁ and b₂ are both multiples of d, so n₁ = 0.

```lean
/-- The torsion of a collinear chain is not well defined. -/
theorem chain_undefined (p d : Vec) (t : Fin 4 → ℝ) : ¬ TorsionDefined (chain p d t) := by
  intro h
  apply h.1
  have h1 : chain p d t 1 - chain p d t 0 = (t 1 - t 0) • d := by
    simp only [chain]; module
  have h2 : chain p d t 2 - chain p d t 1 = (t 2 - t 1) • d := by
    simp only [chain]; module
  rw [normal₁, h1, h2]
  simp [cross_self]
```

## The view along the axis

Write Δ = t₂ − t₁. In the bent chain

b₁ = (t₁ − t₀)d − u, b₂ = Δd, b₃ = (t₃ − t₂)d + v.

The sign of u needs care: b₁ contains −u, and reversing the order of the product removes the minus sign. Losing one of these two signs would exchange cis and trans. The result is

n₁ = −Δ u × d = Δ d × u.

```lean
lemma normal₁_bent (p d : Vec) (t : Fin 4 → ℝ) (u v : Vec) :
    normal₁ (bent p d t u v) = (t 2 - t 1) • (d ⨯₃ u) := by
  change (p + t 1 • d + 0 - (p + t 0 • d + u)) ⨯₃ (p + t 2 • d + 0 - (p + t 1 • d + 0)) = _
  ext i
  fin_cases i <;> simp [cross_apply] <;> ring
```

For the other end, n₂ = Δ d × v. Lean checks both identities component by component.

```lean
lemma normal₂_bent (p d : Vec) (t : Fin 4 → ℝ) (u v : Vec) :
    normal₂ (bent p d t u v) = (t 2 - t 1) • (d ⨯₃ v) := by
  change (p + t 2 • d + 0 - (p + t 1 • d + 0)) ⨯₃ (p + t 3 • d + v - (p + t 2 • d + 0)) = _
  ext i
  fin_cases i <;> simp [cross_apply] <;> ring
```

Two facts about dot products are needed. A nonzero vector has v·v > 0, and if d·v = 0 then

(d × u)·(d × v) = (d·d)(u·v) − (d·v)(u·d) = (d·d)(u·v).

```lean
lemma dot_self_pos {v : Vec} (h : v ≠ 0) : 0 < v ⬝ᵥ v :=
  lt_of_le_of_ne (Finset.sum_nonneg fun _ _ => mul_self_nonneg _)
    (Ne.symm (mt dotProduct_self_eq_zero.mp h))

lemma dot_cross {d v : Vec} (u : Vec) (hv : d ⬝ᵥ v = 0) :
    (d ⨯₃ u) ⬝ᵥ (d ⨯₃ v) = (d ⬝ᵥ d) * (u ⬝ᵥ v) := by
  rw [cross_dot_cross, hv]; ring
```

Let u and v be nonzero and perpendicular to d, and set K = Δ²(d·d) > 0. Then

n₁·n₂ = K u·v, n₁·n₁ = K u·u, n₂·n₂ = K v·v.

Neither normal vanishes, and K cancels from the quotient. The torsion cosine is that of the angle between u and v, as in a Newman projection.

```lean
/-- Newman projection: if the end atoms of a chain with distinct central atoms are displaced by
nonzero `u` and `v` perpendicular to the axis, the torsion is well defined and its cosine is that
of the angle between `u` and `v`. -/
theorem newman_projection (p : Vec) {d u v : Vec} {t : Fin 4 → ℝ} (hd : d ≠ 0)
    (ht : t 1 ≠ t 2) (hu : d ⬝ᵥ u = 0) (hv : d ⬝ᵥ v = 0) (hu0 : u ≠ 0) (hv0 : v ≠ 0) :
    TorsionDefined (bent p d t u v) ∧
      torsionCos (bent p d t u v) = (u ⬝ᵥ v) / (√(u ⬝ᵥ u) * √(v ⬝ᵥ v)) := by
  -- all products of normals carry the same positive factor K
  obtain ⟨K, hKpos, hK⟩ : ∃ K : ℝ, 0 < K ∧ ∀ a b : Vec, d ⬝ᵥ b = 0 →
      ((t 2 - t 1) • (d ⨯₃ a)) ⬝ᵥ ((t 2 - t 1) • (d ⨯₃ b)) = K * (a ⬝ᵥ b) := by
    refine ⟨(t 2 - t 1) ^ 2 * (d ⬝ᵥ d),
      mul_pos (pow_pos_of_ne (sub_ne_zero.mpr ht.symm)) (dot_self_pos hd), ?_⟩
    intro a b hb
    rw [smul_dotProduct, dotProduct_smul, dot_cross a hb, smul_eq_mul, smul_eq_mul]
    ring
  refine ⟨⟨fun h => ?_, fun h => ?_⟩, ?_⟩
  · have h' := hK u u hu
    rw [← normal₁_bent p d t u v, h, zero_dotProduct] at h'
    exact (mul_pos hKpos (dot_self_pos hu0)).ne h'
  · have h' := hK v v hv
    rw [← normal₂_bent p d t u v, h, zero_dotProduct] at h'
    exact (mul_pos hKpos (dot_self_pos hv0)).ne h'
  · have hs : √(K * (u ⬝ᵥ u)) * √(K * (v ⬝ᵥ v)) = K * (√(u ⬝ᵥ u) * √(v ⬝ᵥ v)) := by
      rw [Real.sqrt_mul hKpos.le (u ⬝ᵥ u), Real.sqrt_mul hKpos.le (v ⬝ᵥ v)]
      linear_combination (√(u ⬝ᵥ u) * √(v ⬝ᵥ v)) * Real.mul_self_sqrt hKpos.le
    rw [torsionCos, normal₁_bent, normal₂_bent, hK u v hv, hK u u hu, hK v v hv, hs,
      mul_div_mul_left _ _ hKpos.ne']
where
  pow_pos_of_ne {x : ℝ} (h : x ≠ 0) : 0 < x ^ 2 := by positivity
```

## Reaching a prescribed cosine

Given c in [−1, 1], choose e ≠ 0 perpendicular to d and k with k²(d·d) = 1 − c². Set

u = e, v = c e + k d × e.

Since e is perpendicular to d × e,

u·v = c e·e, v·v = (c² + k² d·d) e·e = e·e.

At c = 1 this gives v = u, the planar cis form; at c = −1 it gives v = −u, the trans form.

```lean
/-- Perpendicular to any nonzero axis there are two nonzero displacements of equal length whose
angle has a prescribed cosine `c` in `[-1, 1]`. -/
theorem exists_displacements {d : Vec} (hd : d ≠ 0) {c : ℝ} (hc : c ∈ Set.Icc (-1 : ℝ) 1) :
    ∃ u v : Vec, d ⬝ᵥ u = 0 ∧ d ⬝ᵥ v = 0 ∧ u ≠ 0 ∧ v ⬝ᵥ v = u ⬝ᵥ u ∧
      u ⬝ᵥ v = c * (u ⬝ᵥ u) := by
  obtain ⟨e, he, he0⟩ : ∃ e : Vec, d ⬝ᵥ e = 0 ∧ e ≠ 0 := by
    by_cases h : d 0 = 0 ∧ d 1 = 0
    · refine ⟨![1, 0, 0], by simp [dotProduct, Fin.sum_univ_three, h.1], fun h0 => ?_⟩
      have := congrFun h0 0
      simp at this
    · refine ⟨![-d 1, d 0, 0], ?_, fun h0 => h ⟨?_, ?_⟩⟩
      · simp [dotProduct, Fin.sum_univ_three]
        ring
      · simpa using congrFun h0 1
      · simpa using congrFun h0 0
  have hdd := dot_self_pos hd
  have hc2 : 0 ≤ 1 - c ^ 2 := by nlinarith [hc.1, hc.2]
  -- k is the weight of the second perpendicular direction d × e
  obtain ⟨k, hk⟩ : ∃ k : ℝ, k ^ 2 * (d ⬝ᵥ d) = 1 - c ^ 2 :=
    ⟨√(1 - c ^ 2) / √(d ⬝ᵥ d), by
      rw [div_pow, Real.sq_sqrt hc2, Real.sq_sqrt hdd.le, div_mul_cancel₀ _ hdd.ne']⟩
  have h1 : d ⬝ᵥ (d ⨯₃ e) = 0 := dot_self_cross d e
  have h2 : e ⬝ᵥ (d ⨯₃ e) = 0 := dot_cross_self d e
  have h3 : (d ⨯₃ e) ⬝ᵥ e = 0 := by rw [dotProduct_comm, h2]
  refine ⟨e, c • e + k • (d ⨯₃ e), he, ?_, he0, ?_, ?_⟩
  · simp only [dotProduct_add, dotProduct_smul, smul_eq_mul, he, h1]; ring
  · simp only [add_dotProduct, smul_dotProduct, dotProduct_add, dotProduct_smul, smul_eq_mul,
      h2, h3, dot_cross e he]
    linear_combination (e ⬝ᵥ e) * hk
  · simp only [dotProduct_add, dotProduct_smul, smul_eq_mul, h2]; ring
```

Conversely, Cauchy–Schwarz, (n₁·n₂)² ≤ (n₁·n₁)(n₂·n₂), excludes values outside [−1, 1].

```lean
/-- The torsion cosine lies between -1 and 1. -/
theorem torsionCos_mem (r : Geometry) : torsionCos r ∈ Set.Icc (-1 : ℝ) 1 := by
  have h : (normal₁ r ⬝ᵥ normal₂ r) ^ 2 ≤
      (normal₁ r ⬝ᵥ normal₁ r) * (normal₂ r ⬝ᵥ normal₂ r) := by
    simpa only [dotProduct, ← sq] using
      Finset.sum_mul_sq_le_sq_mul_sq Finset.univ (normal₁ r) (normal₂ r)
  have ha : 0 ≤ normal₁ r ⬝ᵥ normal₁ r := Finset.sum_nonneg fun _ _ => mul_self_nonneg _
  have h' := Real.abs_le_sqrt h
  rw [Real.sqrt_mul ha] at h'
  apply abs_le.mp
  rw [torsionCos, abs_div, abs_of_nonneg (mul_nonneg (Real.sqrt_nonneg _) (Real.sqrt_nonneg _))]
  exact div_le_one_of_le₀ h' (mul_nonneg (Real.sqrt_nonneg _) (Real.sqrt_nonneg _))
```

Now replace u and v by εu and εv. The geometry tends to the straight chain as ε → 0, so it enters any given neighbourhood `U`, while the cosine stays at

ε² c u·u / (ε² u·u) = c.

```lean
/-- For a collinear chain with distinct central atoms, the values of the torsion cosine found at
well-defined geometries in every neighbourhood of the chain are exactly those in `[-1, 1]`. -/
theorem torsion_values_near_chain (p : Vec) {d : Vec} {t : Fin 4 → ℝ} (hd : d ≠ 0)
    (ht : t 1 ≠ t 2) (c : ℝ) :
    (∀ U ∈ 𝓝 (chain p d t), ∃ r ∈ U, TorsionDefined r ∧ torsionCos r = c) ↔
      c ∈ Set.Icc (-1 : ℝ) 1 := by
  constructor
  · intro h
    obtain ⟨r, -, -, rfl⟩ := h Set.univ Filter.univ_mem
    exact torsionCos_mem r
  intro hc U hU
  obtain ⟨u, v, hu, hv, hu0, hvv, huv⟩ := exists_displacements hd hc
  have hpos := dot_self_pos hu0
  have hv0 : v ≠ 0 := by
    rintro rfl
    rw [zero_dotProduct] at hvv
    exact hpos.ne hvv
  -- shrink both displacements until the geometry lies in U
  let D : Geometry := ![u, 0, 0, v]
  have hcont : Continuous fun ε : ℝ => chain p d t + ε • D := by fun_prop
  have hev := (hcont.tendsto' 0 (chain p d t) (by simp)).eventually hU
  obtain ⟨δ, hδ, hball⟩ := Metric.eventually_nhds_iff.mp hev
  have hε : 0 < δ / 2 := half_pos hδ
  have hmem := hball (y := δ / 2) (by
    rw [Real.dist_eq, sub_zero, abs_of_pos hε]; exact half_lt_self hδ)
  generalize δ / 2 = ε at hε hmem
  have hE : chain p d t + ε • D = bent p d t (ε • u) (ε • v) := by
    unfold bent
    congr 1
    ext k i
    fin_cases k <;> simp [D]
  obtain ⟨hdef, hval⟩ := newman_projection p (u := ε • u) (v := ε • v) hd ht
    (by rw [dotProduct_smul, hu, smul_zero]) (by rw [dotProduct_smul, hv, smul_zero])
    (smul_ne_zero hε.ne' hu0) (smul_ne_zero hε.ne' hv0)
  refine ⟨_, hE ▸ hmem, hdef, ?_⟩
  -- the common length of the displacements cancels
  rw [hval]
  simp only [smul_dotProduct, dotProduct_smul, smul_eq_mul, huv, hvv]
  rw [Real.mul_self_sqrt (by positivity)]
  have hne := hpos.ne'
  field_simp
```

## No continuous value at the straight chain

Suppose that F agrees with the torsion cosine wherever the torsion is well defined, and is continuous at the chain. Near the chain F would differ from its value there by less than 1. But F takes both values 1 and −1 nearby, and these differ by 2.

The theorem quantifies over every such `F` for a reason. Discontinuity of `torsionCos` alone would rule out only the value 0, which Lean's division by zero assigns at the chain.

```lean
/-- No function that agrees with the torsion cosine wherever the torsion is well defined is
continuous at a collinear chain with distinct central atoms. -/
theorem no_continuous_extension (p : Vec) {d : Vec} {t : Fin 4 → ℝ} (hd : d ≠ 0)
    (ht : t 1 ≠ t 2) (F : Geometry → ℝ) (hF : ∀ r, TorsionDefined r → F r = torsionCos r) :
    ¬ ContinuousAt F (chain p d t) := by
  intro hcont
  have hU := hcont (Metric.ball_mem_nhds (F (chain p d t)) one_pos)
  -- both 1 and -1 would lie within distance 1 of the limit
  obtain ⟨r, hr, hdr, h1⟩ := (torsion_values_near_chain p hd ht 1).mpr (by norm_num) _ hU
  obtain ⟨s, hs, hds, h2⟩ := (torsion_values_near_chain p hd ht (-1)).mpr (by norm_num) _ hU
  rw [Set.mem_preimage, Metric.mem_ball, Real.dist_eq, hF r hdr, h1, abs_lt] at hr
  rw [Set.mem_preimage, Metric.mem_ball, Real.dist_eq, hF s hds, h2, abs_lt] at hs
  linarith [hr.2, hs.1]
```

For cosines a and b in [−1, 1], pick a geometry for each within δ/2 of the chain. By the triangle inequality they are less than δ apart. Here `dist` is the largest change in any Cartesian coordinate of any atom.

```lean
/-- Within any distance `δ > 0` of a collinear chain with distinct central atoms, a displacement
smaller than `δ` can take the torsion cosine from any value in `[-1, 1]` to any other. -/
theorem small_displacement_changes_torsion (p : Vec) {d : Vec} {t : Fin 4 → ℝ} (hd : d ≠ 0)
    (ht : t 1 ≠ t 2) {a b δ : ℝ} (ha : a ∈ Set.Icc (-1 : ℝ) 1) (hb : b ∈ Set.Icc (-1 : ℝ) 1)
    (hδ : 0 < δ) :
    ∃ r s : Geometry, dist r (chain p d t) < δ ∧ dist s (chain p d t) < δ ∧ dist r s < δ ∧
      TorsionDefined r ∧ TorsionDefined s ∧ torsionCos r = a ∧ torsionCos s = b := by
  have hU := Metric.ball_mem_nhds (chain p d t) (half_pos hδ)
  obtain ⟨r, hr, hdr, h1⟩ := (torsion_values_near_chain p hd ht a).mpr ha _ hU
  obtain ⟨s, hs, hds, h2⟩ := (torsion_values_near_chain p hd ht b).mpr hb _ hU
  rw [Metric.mem_ball] at hr hs
  have htri := dist_triangle_right r s (chain p d t)
  exact ⟨r, s, by linarith, by linarith, by linarith, hdr, hds, h1, h2⟩
```

Where the torsion is well defined, the cosine is continuous: the normals are polynomials in the coordinates, and the denominator is nonzero.

```lean
/-- The torsion cosine is continuous at every geometry where the torsion is well defined. -/
theorem continuousAt_torsionCos {r : Geometry} (hr : TorsionDefined r) :
    ContinuousAt torsionCos r := by
  have hn₁ : Continuous normal₁ := by
    refine continuous_pi fun i => ?_
    fin_cases i <;> simp [normal₁, cross_apply] <;> fun_prop
  have hn₂ : Continuous normal₂ := by
    refine continuous_pi fun i => ?_
    fin_cases i <;> simp [normal₂, cross_apply] <;> fun_prop
  have hdot : ∀ f g : Geometry → Vec, Continuous f → Continuous g →
      Continuous fun x => f x ⬝ᵥ g x := by
    intro f g hf hg
    simp only [dotProduct]
    fun_prop
  exact ContinuousAt.div (hdot _ _ hn₁ hn₂).continuousAt
    ((hdot _ _ hn₁ hn₁).sqrt.mul (hdot _ _ hn₂ hn₂).sqrt).continuousAt
    (mul_pos (Real.sqrt_pos.mpr (dot_self_pos hr.1))
      (Real.sqrt_pos.mpr (dot_self_pos hr.2))).ne'

end

end UndefinedTorsion
```

```lean
#print axioms UndefinedTorsion.torsion_values_near_chain
-- 'UndefinedTorsion.torsion_values_near_chain' depends on axioms: [propext, Classical.choice, Quot.sound]
#print axioms UndefinedTorsion.no_continuous_extension
-- 'UndefinedTorsion.no_continuous_extension' depends on axioms: [propext, Classical.choice, Quot.sound]
#print axioms UndefinedTorsion.small_displacement_changes_torsion
-- 'UndefinedTorsion.small_displacement_changes_torsion' depends on axioms: [propext, Classical.choice, Quot.sound]
#print axioms UndefinedTorsion.continuousAt_torsionCos
-- 'UndefinedTorsion.continuousAt_torsionCos' depends on axioms: [propext, Classical.choice, Quot.sound]
```
